# For a, b > 0 with a² + b² < π², the symmetrically split spin-1/2 pulse under-rotates

## Which angle a spin-1/2 propagator has

To compare two pulses by their rotation angles, one must first decide what the angle of a $2\times2$ propagator $U$ is. Here it is read from the trace. A spin-1/2 rotation by $\theta$ has $\operatorname{tr}U = 2\cos(\theta/2)$, so

$$\theta(U) = 2\arccos\!\left(\tfrac12\operatorname{Re}\operatorname{tr}U\right),\qquad 0\le\theta\le2\pi .$$

This is the angle in SU(2). Replacing $U$ by $-U$ changes it from $\theta$ to $2\pi-\theta$, so it distinguishes the two except at $\theta=\pi$. In ordinary space a turn by $3\pi/2$ is the same as a turn by $\pi/2$ about the opposite axis, whereas here the two have different angles. Below $\pi$ the two notions agree.

## The split pulse in a simulation

Let $I_z$ and $I_x$ be the spin-1/2 operators in units of $\hbar$. In the rotating frame, a spin with resonance offset $\Delta$ under a field of nutation frequency $\omega_1$ along $x$ has the Hamiltonian $\Delta I_z+\omega_1 I_x$. A time step $\tau$ gives $a=\Delta\tau$ and $b=\omega_1\tau$. The exact step and its symmetric splitting are

$$U_{\rm ex}=e^{-i(aI_z+bI_x)},\qquad U_{\rm sp}=e^{-iaI_z/2}\,e^{-ibI_x}\,e^{-iaI_z/2}.$$

If a pulse is shaped in amplitude only and cut into equal time steps, $\omega_1$ changes from step to step while $\Delta$ stays fixed. With this splitting the outer factors can then be computed once and only the middle one updated. For a single isolated spin 1/2 with constant amplitude during the step, the result below fixes the sign of the error in the rotation angle of that one step, provided the step is short enough. It does not settle the total angle of a shaped pulse, whose steps turn about different axes.

## The claim

For $a,b>0$ with $a+b\le2\pi$,

$$\theta(U_{\rm sp})=2\arccos\!\left(\cos\tfrac a2\cos\tfrac b2\right)<\sqrt{a^2+b^2}=\theta(U_{\rm ex}).$$

The range $a^2+b^2<\pi^2$ lies inside this one, because $(a+b)^2\le2(a^2+b^2)<2\pi^2<4\pi^2$. In that smaller range both angles are below $\pi$, so the inequality also compares the rotations in ordinary space.

## The two angles

Take a unit axis $(x,0,z)$ and put $K=-2i(zI_z+xI_x)$. Since $I_z^2=I_x^2=\tfrac14$ and $I_zI_x+I_xI_z=0$, we have $K^2=-(z^2+x^2)=-1$. Separating even and odd powers in the exponential series gives $e^{tK}=\cos t+K\sin t$, and with $t=\theta/2$

$$e^{-i\theta(zI_z+xI_x)}=\cos\tfrac\theta2-2i\sin\tfrac\theta2\,(zI_z+xI_x).$$

The trace is $2\cos(\theta/2)$, so the angle is $\theta$ whenever $0\le\theta\le2\pi$. The exact pulse has $\theta=\sqrt{a^2+b^2}$ and axis $(b,0,a)/\theta$. Its angle is in the allowed range because $\sqrt{a^2+b^2}<a+b\le2\pi$.

For the split pulse, write $C=\cos(a/4)$ and $S=\sin(a/4)$. The outer factors are diagonal with entries $C\mp iS$, and both diagonal entries of the middle factor are $\cos(b/2)$. Hence

$$\operatorname{tr}U_{\rm sp}=\left[(C-iS)^2+(C+iS)^2\right]\cos\tfrac b2=2(C^2-S^2)\cos\tfrac b2=2\cos\tfrac a2\cos\tfrac b2 .$$

## The inequality between the half angles

Now let $x=a/2$, $y=b/2$ and $r=\sqrt{x^2+y^2}$, so that $x+y\le\pi$. We need $\cos r<\cos x\cos y$.

The sine is strictly concave on $[0,\pi]$, so it lies above its chord from $0$ to $q$. For $0<p<q\le\pi$ this says $p\sin q<q\sin p$. Consider

$$f(t)=2r\cos t+t^2\sin r,\qquad f'(t)=2(t\sin r-r\sin t).$$

By the chord inequality, $f'<0$ for $0<t<r$ and $f'>0$ for $r<t<\pi$. Thus $f(p)>f(r)$ for every $p\ne r$ in $[0,\pi]$. Equivalently, the cosine, as a function of the squared angle, lies above its tangent at $r^2$.

Apply this at $p=x+y$ and $p=|x-y|$. Both lie in $[0,\pi]$, and $|x-y|<r<x+y$ because $xy>0$. The squares of the two points add up to $2r^2$, and their cosines add up to $2\cos x\cos y$. Adding the two inequalities therefore gives

$$4r\cos x\cos y+2r^2\sin r>4r\cos r+2r^2\sin r,$$

which is $\cos r<\cos x\cos y$. The arccosine is strictly decreasing, so $\arccos(\cos x\cos y)<r$, and doubling gives the claim.

## A 10 µs step with numbers

Let the offset and the nutation frequency both be 25 kHz, and let $\tau=10$ µs. Then $a=b=2\pi\cdot0.25=\pi/2$. The split pulse has $\cos^2(\pi/4)=\tfrac12$, so its angle is $2\arccos\tfrac12=120^\circ$. The exact angle is $\pi/\sqrt2$, or about $127.3^\circ$, so the step falls short by $7.3^\circ$.

With two steps of 5 µs, each split step turns by $2\arccos(\cos^2(\pi/8))\approx62.8^\circ$. The steps share an axis, so the angles add to about $125.6^\circ$, and the shortfall drops to $1.7^\circ$.

## The statement in Lean

`Iz` and `Ix` are explicit complex $2\times2$ matrices. `propagator H` is the matrix exponential of $-iH$, where `H` is a Hamiltonian times a duration and hence dimensionless. `splitPulse a b` and `exactPulse a b` are $U_{\rm sp}$ and $U_{\rm ex}$, and `rotationAngle` is the trace formula. That formula accepts any $2\times2$ matrix but has its physical meaning only on SU(2), where both pulses lie.

The arccosine formula, `rotationAngle_splitPulse`, holds for all real `a` and `b`. The theorem `splitPulse_under_rotates` assumes `0 < a`, `0 < b` and `a + b ≤ 2 * Real.pi`; it gives the exact angle and the strict inequality. `splitPulse_under_rotates_of_lt_pi` gives the inequality for $a^2+b^2<\pi^2$. If $a$ or $b$ is zero, the two pulses coincide and strictness fails. Both angles stay the same when $a$ or $b$ changes sign, so for a negative offset or amplitude the same inequality holds, with $|a|$ and $|b|$ in the conditions.

The statements concern the angle alone. They do not compare the rotation axes or bound the size of the shortfall, and the model has no relaxation and no coupling to other spins.

```lean
import Mathlib

open Matrix

namespace SplitOperatorPulse

noncomputable section

/-- The spin-1/2 operator `Iz`, in units of ħ. -/
def Iz : Matrix (Fin 2) (Fin 2) ℂ := !![1/2, 0; 0, -1/2]

/-- The spin-1/2 operator `Ix`, in units of ħ. -/
def Ix : Matrix (Fin 2) (Fin 2) ℂ := !![0, 1/2; 1/2, 0]

/-- The propagator `exp(-iH)` of a generator `H` (Hamiltonian times duration). -/
def propagator (H : Matrix (Fin 2) (Fin 2) ℂ) : Matrix (Fin 2) (Fin 2) ℂ :=
  NormedSpace.exp ((-Complex.I) • H)

/-- The symmetric splitting `exp(-iaIz/2) exp(-ibIx) exp(-iaIz/2)`. -/
def splitPulse (a b : ℝ) : Matrix (Fin 2) (Fin 2) ℂ :=
  propagator (((a / 2 : ℝ) : ℂ) • Iz) * propagator ((b : ℂ) • Ix) *
    propagator (((a / 2 : ℝ) : ℂ) • Iz)

/-- The exact pulse `exp(-i(aIz + bIx))`. -/
def exactPulse (a b : ℝ) : Matrix (Fin 2) (Fin 2) ℂ :=
  propagator ((a : ℂ) • Iz + (b : ℂ) • Ix)

/-- The rotation angle, between 0 and 2π, of a spin-1/2 rotation `U` in SU(2),
read off from its trace `2 cos(angle/2)`. -/
def rotationAngle (U : Matrix (Fin 2) (Fin 2) ℂ) : ℝ :=
  2 * Real.arccos (U.trace.re / 2)

/-- The matrix `c - 2i(z Iz + x Ix)`, written out. -/
def spinor (c z x : ℝ) : Matrix (Fin 2) (Fin 2) ℂ :=
  !![(c : ℂ) - Complex.I * z, -(Complex.I * x); -(Complex.I * x), (c : ℂ) + Complex.I * z]

/-- Euler's formula for a 2×2 matrix `K` with `K² = -1`: `exp(tK) = cos t + K sin t`. -/
theorem exp_smul_of_sq (K : Matrix (Fin 2) (Fin 2) ℂ) (hK : K * K = -1) (t : ℝ) :
    NormedSpace.exp (t • K) = Real.cos t • (1 : Matrix (Fin 2) (Fin 2) ℂ) + Real.sin t • K := by
  -- transport the complex exponential along the algebra map sending i to K
  have hf : Continuous (Complex.liftAux K hK) :=
    (Complex.liftAux K hK).toLinearMap.continuous_of_finiteDimensional
  have e1 : Complex.liftAux K hK (Complex.exp (t * Complex.I)) =
      Real.cos t • (1 : Matrix (Fin 2) (Fin 2) ℂ) + Real.sin t • K := by
    rw [Complex.liftAux_apply, Complex.exp_ofReal_mul_I_re, Complex.exp_ofReal_mul_I_im,
      Algebra.algebraMap_eq_smul_one]
  have e2 : Complex.liftAux K hK (t * Complex.I) = t • K := by
    rw [Complex.liftAux_apply]
    simp
  let : NormedRing (Matrix (Fin 2) (Fin 2) ℂ) := Matrix.linftyOpNormedRing
  let : NormedAlgebra ℚ (Matrix (Fin 2) (Fin 2) ℂ) := Matrix.linftyOpNormedAlgebra
  have h := NormedSpace.map_exp (Complex.liftAux K hK) hf (t * Complex.I)
  rw [← Complex.exp_eq_exp_ℂ, e1, e2] at h
  exact h.symm

/-- A pulse of angle `θ` about the unit axis `(x, 0, z)` has the propagator
`cos(θ/2) - 2i sin(θ/2) (z Iz + x Ix)`. -/
theorem propagator_axis (θ z x : ℝ) (h : z ^ 2 + x ^ 2 = 1) :
    propagator ((θ : ℂ) • ((z : ℂ) • Iz + (x : ℂ) • Ix)) =
      spinor (Real.cos (θ / 2)) (z * Real.sin (θ / 2)) (x * Real.sin (θ / 2)) := by
  have hK : spinor 0 z x * spinor 0 z x = -1 := by
    ext i j
    fin_cases i <;> fin_cases j <;> apply Complex.ext <;>
      simp [spinor, Matrix.mul_apply, Fin.sum_univ_succ] <;> nlinarith [h]
  have hg : (-Complex.I) • ((θ : ℂ) • ((z : ℂ) • Iz + (x : ℂ) • Ix)) =
      (θ / 2) • spinor 0 z x := by
    ext i j
    fin_cases i <;> fin_cases j <;>
      simp [spinor, Iz, Ix, -mul_eq_mul_left_iff, -mul_eq_mul_right_iff] <;> ring
  rw [propagator, hg, exp_smul_of_sq _ hK]
  generalize Real.cos (θ / 2) = c
  generalize Real.sin (θ / 2) = s
  ext i j
  fin_cases i <;> fin_cases j <;>
    simp [spinor, -mul_eq_mul_left_iff, -mul_eq_mul_right_iff] <;> ring

/-- A pulse of angle `θ` between 0 and 2π about a unit axis in the xz plane has
rotation angle `θ`. -/
theorem rotationAngle_axis (θ z x : ℝ) (h : z ^ 2 + x ^ 2 = 1) (h0 : 0 ≤ θ)
    (h1 : θ ≤ 2 * Real.pi) :
    rotationAngle (propagator ((θ : ℂ) • ((z : ℂ) • Iz + (x : ℂ) • Ix))) = θ := by
  have ht : ∀ c z x : ℝ, (spinor c z x).trace.re = c + c := by
    intro c z x
    simp [spinor, Matrix.trace_fin_two]
  rw [rotationAngle, propagator_axis θ z x h, ht, add_self_div_two,
    Real.arccos_cos (by linarith) (by linarith)]
  ring

/-- The symmetric splitting has rotation angle `2 arccos(cos(a/2) cos(b/2))`. -/
theorem rotationAngle_splitPulse (a b : ℝ) : rotationAngle (splitPulse a b) =
    2 * Real.arccos (Real.cos (a / 2) * Real.cos (b / 2)) := by
  have ht : ∀ C S c s : ℝ, (spinor C S 0 * spinor c 0 s * spinor C S 0).trace.re =
      (C * C - S * S) * c + (C * C - S * S) * c := by
    intro C S c s
    simp [spinor, Matrix.trace_fin_two, -mul_eq_mul_left_iff, -mul_eq_mul_right_iff]
    ring
  have hz := propagator_axis (a / 2) 1 0 (by norm_num)
  have hx := propagator_axis b 0 1 (by norm_num)
  simp only [Complex.ofReal_one, Complex.ofReal_zero, one_smul, zero_smul, add_zero, zero_add,
    one_mul, zero_mul] at hz hx
  rw [rotationAngle, splitPulse, hz, hx, ht, ← Real.cos_add, add_halves, add_self_div_two]

/-- The function `sin t / t` decreases strictly on `(0, π]`, stated without division. -/
theorem mul_sin_lt {p q : ℝ} (hp : 0 < p) (hpq : p < q) (hq : q ≤ Real.pi) :
    p * Real.sin q < q * Real.sin p := by
  have hq0 : 0 < q := hp.trans hpq
  have h := strictConcaveOn_sin_Icc.2
    (show (0 : ℝ) ∈ Set.Icc 0 Real.pi from ⟨le_rfl, Real.pi_pos.le⟩)
    (show q ∈ Set.Icc 0 Real.pi from ⟨hq0.le, hq⟩) hq0.ne
    (sub_pos.2 ((div_lt_one hq0).2 hpq)) (div_pos hp hq0) (sub_add_cancel 1 (p / q))
  simp only [smul_eq_mul, Real.sin_zero, mul_zero, zero_add, div_mul_cancel₀ _ hq0.ne'] at h
  rw [div_mul_eq_mul_div, div_lt_iff₀ hq0] at h
  linarith

/-- On `[0, π]` the cosine, as a function of the squared angle, lies strictly above its
tangent at any `r` in `(0, π]`, except at `r` itself. -/
theorem cos_above_tangent {r p : ℝ} (hr : 0 < r) (hr' : r ≤ Real.pi) (hp : 0 ≤ p)
    (hp' : p ≤ Real.pi) (hne : p ≠ r) :
    2 * r * Real.cos r + Real.sin r * (r * r) < 2 * r * Real.cos p + Real.sin r * (p * p) := by
  let f : ℝ → ℝ := fun t => 2 * r * Real.cos t + Real.sin r * (t * t)
  have hd : ∀ t, HasDerivAt f (2 * (t * Real.sin r - r * Real.sin t)) t := fun t =>
    (((Real.hasDerivAt_cos t).const_mul (2 * r)).fun_add
      (((hasDerivAt_id' t).fun_mul (hasDerivAt_id' t)).const_mul (Real.sin r))).congr_deriv
      (by ring)
  have hc : Continuous f := by fun_prop
  rcases lt_or_gt_of_ne hne with h | h
  · -- f decreases up to r
    have hm : StrictAntiOn f (Set.Icc 0 r) := by
      refine strictAntiOn_of_deriv_neg (convex_Icc 0 r) hc.continuousOn fun t ht => ?_
      rw [interior_Icc] at ht
      rw [(hd t).deriv]
      linarith [mul_sin_lt ht.1 ht.2 hr']
    exact hm ⟨hp, h.le⟩ ⟨hr.le, le_rfl⟩ h
  · -- f increases beyond r
    have hm : StrictMonoOn f (Set.Icc r Real.pi) := by
      refine strictMonoOn_of_deriv_pos (convex_Icc r Real.pi) hc.continuousOn fun t ht => ?_
      rw [interior_Icc] at ht
      rw [(hd t).deriv]
      linarith [mul_sin_lt hr ht.1 ht.2.le]
    exact hm ⟨le_rfl, hr'⟩ ⟨h.le, hp'⟩ h

/-- For positive `x`, `y` with `x + y ≤ π` and `r = √(x² + y²)`, one has
`cos r < cos x cos y`. -/
theorem cos_lt_cos_mul_cos {x y r : ℝ} (hx : 0 < x) (hy : 0 < y) (hxy : x + y ≤ Real.pi)
    (hr : 0 < r) (h : r ^ 2 = x ^ 2 + y ^ 2) :
    Real.cos r < Real.cos x * Real.cos y := by
  have hm := mul_pos hx hy
  have h1 : r < x + y := lt_of_pow_lt_pow_left₀ 2 (by positivity) (by nlinarith)
  have h2 : |x - y| < r := lt_of_pow_lt_pow_left₀ 2 hr.le (by rw [sq_abs]; nlinarith)
  -- the squares of x + y and |x - y| average to r²
  have t1 := cos_above_tangent hr (by linarith) (by positivity) hxy h1.ne'
  have t2 := cos_above_tangent hr (by linarith) (abs_nonneg (x - y)) (by linarith) h2.ne
  rw [Real.cos_abs, abs_mul_abs_self, Real.cos_sub] at t2
  rw [Real.cos_add] at t1
  have e : Real.sin r * (r * r) = Real.sin r * (x * x + y * y) := by
    linear_combination Real.sin r * h
  have key : r * Real.cos r < r * (Real.cos x * Real.cos y) := by linarith
  exact lt_of_mul_lt_mul_left key hr.le

/-- For `a, b > 0` with `a + b ≤ 2π`, the exact pulse rotates by `√(a² + b²)` and the
symmetric splitting by strictly less. -/
theorem splitPulse_under_rotates (a b : ℝ) (ha : 0 < a) (hb : 0 < b)
    (hab : a + b ≤ 2 * Real.pi) :
    rotationAngle (exactPulse a b) = √(a ^ 2 + b ^ 2) ∧
    rotationAngle (splitPulse a b) < rotationAngle (exactPulse a b) := by
  have hr : 0 < √(a ^ 2 + b ^ 2) := Real.sqrt_pos.2 (by positivity)
  have hr2 : √(a ^ 2 + b ^ 2) ^ 2 = a ^ 2 + b ^ 2 := Real.sq_sqrt (by positivity)
  generalize √(a ^ 2 + b ^ 2) = r at *
  have hrab : r < a + b :=
    lt_of_pow_lt_pow_left₀ 2 (by positivity) (by nlinarith [mul_pos ha hb])
  have hE : rotationAngle (exactPulse a b) = r := by
    have hn : (a / r) ^ 2 + (b / r) ^ 2 = 1 := by
      rw [div_pow, div_pow, ← add_div, hr2, div_self (by positivity)]
    have ea : r * (a / r) = a := by field_simp
    have eb : r * (b / r) = b := by field_simp
    have h := rotationAngle_axis r (a / r) (b / r) hn hr.le (by linarith)
    rw [smul_add, smul_smul, smul_smul, ← Complex.ofReal_mul, ← Complex.ofReal_mul, ea, eb] at h
    exact h
  refine ⟨hE, ?_⟩
  rw [rotationAngle_splitPulse, hE]
  -- compare the half angles through their cosines
  have hlt := cos_lt_cos_mul_cos (x := a / 2) (y := b / 2) (r := r / 2) (by linarith)
    (by linarith) (by linarith) (by linarith) (by linear_combination hr2 / 4)
  have hle : Real.cos (a / 2) * Real.cos (b / 2) ≤ 1 := by
    nlinarith [sq_nonneg (Real.cos (a / 2) - Real.cos (b / 2)), Real.cos_sq_le_one (a / 2),
      Real.cos_sq_le_one (b / 2)]
  have h := Real.arccos_lt_arccos (Real.neg_one_le_cos (r / 2)) hlt hle
  rw [Real.arccos_cos (by linarith) (by linarith)] at h
  linarith

/-- For `a, b > 0` with `a² + b² < π²`, the symmetric splitting rotates by strictly less than
the exact pulse. -/
theorem splitPulse_under_rotates_of_lt_pi (a b : ℝ) (ha : 0 < a) (hb : 0 < b)
    (hab : a ^ 2 + b ^ 2 < Real.pi ^ 2) :
    rotationAngle (splitPulse a b) < rotationAngle (exactPulse a b) := by
  have h : a + b < 2 * Real.pi := lt_of_pow_lt_pow_left₀ 2 (by positivity)
    (by nlinarith [sq_nonneg (a - b), sq_nonneg Real.pi])
  exact (splitPulse_under_rotates a b ha hb h.le).2

end

end SplitOperatorPulse
```

```lean
#print axioms SplitOperatorPulse.splitPulse_under_rotates_of_lt_pi
```

```
'SplitOperatorPulse.splitPulse_under_rotates_of_lt_pi' depends on axioms: [propext, Classical.choice, Quot.sound]
```

## From matrices to angles in the proof

`exp_smul_of_sq` proves $e^{tK}=\cos t+K\sin t$ without rearranging a series. `Complex.liftAux K hK` is the real-algebra map from the complex numbers to matrices that sends $i$ to $K$. It is continuous, so it carries $e^{it}$ to $e^{tK}$, and Euler's formula is carried over with it.

`propagator_axis` checks $K^2=-1$ entry by entry and writes the pulse as a `spinor`, the matrix $c-2i(zI_z+xI_x)$. Taking its trace, `rotationAngle_axis` confirms that the chosen definition returns $\theta$ for a pulse of angle $\theta\in[0,2\pi]$ about a unit axis in the $xz$ plane. In `rotationAngle_splitPulse`, the auxiliary statement `ht` is the trace of the triple product, and `Real.cos_add` turns $C^2-S^2$ into $\cos(a/2)$.

## The tangent argument in the proof

`mul_sin_lt` applies strict concavity at the endpoints $0$ and $q$ with weights $1-p/q$ and $p/q$. `cos_above_tangent` defines the same $f$ as above, computes its derivative in `hd`, and treats $p<r$ and $p>r$ separately, with `f` strictly decreasing in the first case and strictly increasing in the second.

In `cos_lt_cos_mul_cos`, `t1` and `t2` are the tangent inequalities at $x+y$ and $|x-y|$. After the addition formulas are inserted, `linarith` adds them, and the common factor $r>0$ is cancelled.

`splitPulse_under_rotates` abbreviates $\sqrt{a^2+b^2}$ as `r`, so `r` is now the full angle, and the cosine inequality is applied with `r / 2`. The exact angle `hE` comes from `rotationAngle_axis` with the components `a / r` and `b / r`. `Real.arccos_lt_arccos` then turns the cosine inequality into one between half angles. The last theorem only has to derive $a+b<2\pi$ from $a^2+b^2<\pi^2$.
